# Three decreasing energies with a shrinking gap fit exactly one decaying exponential plus a constant

## Energies from a series of basis sets

A molecule's energy is computed in three successively larger basis sets. It falls each time, and the second drop is smaller than the first. The complete-basis energy has not been reached, so one assumes a convergence law and extrapolates. A common choice for self-consistent-field energies is

$$E_n = E + c\,r^n,\qquad c>0,\quad 0<r<1 .$$

Here $E$ is the limit, $c$ is the basis-set error at $n=0$, and $r$ is the factor by which each enlargement multiplies the error. The law is a postulate about how that error decays. Do three energies fix its three parameters?

## What is stated

If $E_0>E_1>E_2$ and $E_1-E_2<E_0-E_1$, exactly one admissible triple $(E,c,r)$ reproduces the energies, and

$$E=E_2-\frac{(E_2-E_1)^2}{E_2-2E_1+E_0}<E_2 .$$

This is `exponential_extrapolation`. In Lean the energies are real numbers, with no Hamiltonian or basis behind them. `expModel` is the law, and `IsFit` collects the conditions on $c$ and $r$ with the three equations at $n=0,1,2$. The triple is a point `p` of `ℝ × ℝ × ℝ`, and `∃!` says that there is exactly one. The closed formulas for $E$, $c$ and $r$ are `cbsLimit`, `amplitude` and `gapRatio`.

Two companion theorems say that the inequalities are also necessary for a fit (`fit_exists_iff`) and that the fitted curve tends to the extrapolated value (`fitted_curve_tendsto`). The latter concerns the curve, not the energies of further calculations.

For those, `cbsLimit_le_energy` takes an infinite sequence, there called `E : ℕ → ℝ`. If the energies never rise, the second gap is smaller than the first, and every gap is at most $r=(E_1-E_2)/(E_0-E_1)$ times the preceding one, then the extrapolated value is a lower bound to every energy. The condition on all gaps is assumed; three energies cannot establish it.

## Solving for the parameters

Write $g_n=E_n-E_{n+1}$ and $D=E_2-2E_1+E_0=g_0-g_1$. For any fit,

$$g_0=c(1-r),\qquad g_1=cr(1-r),\qquad D=c(1-r)^2 .$$

All three are positive, which gives the necessary inequalities. Division yields

$$r=\frac{g_1}{g_0},\qquad c=\frac{g_0^2}{D},\qquad E=E_2-cr^2=E_2-\frac{g_1^2}{D},$$

so there is at most one fit.

Conversely, the inequalities make $g_0$, $g_1$ and $D$ positive, hence $c>0$ and $0<r<1$. The formulas reproduce the energies:

$$\begin{aligned}
E+c&=E_2+\frac{g_0^2-g_1^2}{D}=E_2+g_0+g_1=E_0,\\
E+cr&=E_2+\frac{g_1(g_0-g_1)}{D}=E_2+g_1=E_1,\\
E+cr^2&=E_2 .
\end{aligned}$$

Since $g_1^2/D>0$, the limit lies below $E_2$. Since $r^n\to0$, the curve tends to it.

## A lower bound for further energies

Call the extrapolated value $E_*$, and put $k=r/(1-r)=g_1/D$, so that $(1+k)r=k$. Let $L_n=E_{n+1}-k g_n$. Then

$$L_0=E_1-\frac{g_0g_1}{D}=E_2-\frac{g_1^2}{D}=E_* .$$

With $g_{n+1}\le r g_n$,

$$L_{n+1}-L_n=k g_n-(1+k)g_{n+1}\ge k g_n-(1+k)r g_n=0 .$$

Hence $E_*\le L_n\le E_{n+1}\le E_n$.

## When the gap grows

The energies $3,2,0$ decrease, but their gaps are $1$ and $2$. The formula returns $0-4/(-1)=4$, above all three energies. The curve through them is $4-2^n$, with $c=-1$ and $r=2$, which is not a decaying error.

## The Lean file

```lean
import Mathlib

open Filter Topology

namespace ExponentialBasisExtrapolation

noncomputable section

/-- The exponential convergence law `E + c r ^ n` for the energy in the `n`-th basis set. -/
def expModel (E c r : ℝ) (n : ℕ) : ℝ := E + c * r ^ n

/-- The parameters `E`, `c > 0` and `0 < r < 1` reproduce three successive energies. -/
structure IsFit (E0 E1 E2 E c r : ℝ) : Prop where
  c_pos : 0 < c
  r_pos : 0 < r
  r_lt_one : r < 1
  at_zero : expModel E c r 0 = E0
  at_one : expModel E c r 1 = E1
  at_two : expModel E c r 2 = E2

/-- The three-point extrapolated energy. -/
def cbsLimit (E0 E1 E2 : ℝ) : ℝ := E2 - (E2 - E1) ^ 2 / (E2 - 2 * E1 + E0)

/-- The amplitude computed from three energies: the squared first gap over the second
difference. -/
def amplitude (E0 E1 E2 : ℝ) : ℝ := (E0 - E1) ^ 2 / (E2 - 2 * E1 + E0)

/-- The ratio of the second energy gap to the first. -/
def gapRatio (E0 E1 E2 : ℝ) : ℝ := (E1 - E2) / (E0 - E1)

/-- The parameters of any exponential fit are given by the three closed formulas. -/
theorem fit_determines {E0 E1 E2 E c r : ℝ} (h : IsFit E0 E1 E2 E c r) :
    E = cbsLimit E0 E1 E2 ∧ c = amplitude E0 E1 E2 ∧ r = gapRatio E0 E1 E2 := by
  obtain ⟨hc, hr, hr1, h0, h1, h2⟩ := h
  simp only [expModel, pow_zero, pow_one, mul_one] at h0 h1 h2
  subst h0 h1 h2
  have hs : 0 < 1 - r := sub_pos.mpr hr1
  -- the first gap and the second difference in terms of the parameters
  have hd : E + c - (E + c * r) = c * (1 - r) := by ring
  have hD : E + c * r ^ 2 - 2 * (E + c * r) + (E + c) = c * (1 - r) ^ 2 := by ring
  have hd0 : c * (1 - r) ≠ 0 := (mul_pos hc hs).ne'
  have hD0 : c * (1 - r) ^ 2 ≠ 0 := (mul_pos hc (pow_pos hs 2)).ne'
  refine ⟨?_, ?_, ?_⟩
  · have hn : (E + c * r ^ 2 - (E + c * r)) ^ 2 = c * r ^ 2 * (c * (1 - r) ^ 2) := by ring
    unfold cbsLimit
    rw [hD, hn, mul_div_cancel_right₀ _ hD0]
    ring
  · unfold amplitude
    rw [hD, eq_div_iff hD0]
    ring
  · unfold gapRatio
    rw [hd, eq_div_iff hd0]
    ring

/-- For decreasing energies with a shrinking gap, the closed formulas give an exponential fit. -/
theorem formulas_fit {E0 E1 E2 : ℝ} (h01 : E1 < E0) (h12 : E2 < E1)
    (hgap : E1 - E2 < E0 - E1) :
    IsFit E0 E1 E2 (cbsLimit E0 E1 E2) (amplitude E0 E1 E2) (gapRatio E0 E1 E2) := by
  have hd : 0 < E0 - E1 := sub_pos.mpr h01
  have hg : 0 < E1 - E2 := sub_pos.mpr h12
  have hD : 0 < E2 - 2 * E1 + E0 := by linarith
  have hd0 := hd.ne'
  have hD0 := hD.ne'
  have hu := mul_inv_cancel₀ hd0
  have hi := mul_inv_cancel₀ hD0
  refine ⟨div_pos (pow_pos hd 2) hD, div_pos hg hd, (div_lt_one hd).mpr hgap, ?_, ?_, ?_⟩
  all_goals
    simp only [expModel, cbsLimit, amplitude, gapRatio, div_eq_mul_inv]
  · linear_combination (E0 - E2) * hi
  · linear_combination (E1 - E2) * hi +
      (E0 - E1) * (E1 - E2) * (E2 - 2 * E1 + E0)⁻¹ * hu
  · linear_combination (E1 - E2) ^ 2 * (E2 - 2 * E1 + E0)⁻¹ *
      ((E0 - E1) * (E0 - E1)⁻¹ + 1) * hu

/-- Three decreasing energies with a shrinking gap have exactly one exponential fit; its limit is
the three-point extrapolated energy, which lies strictly below the lowest of the three. -/
theorem exponential_extrapolation {E0 E1 E2 : ℝ} (h01 : E1 < E0) (h12 : E2 < E1)
    (hgap : E1 - E2 < E0 - E1) :
    (∃! p : ℝ × ℝ × ℝ, IsFit E0 E1 E2 p.1 p.2.1 p.2.2) ∧
      (∀ E c r : ℝ, IsFit E0 E1 E2 E c r →
        E = E2 - (E2 - E1) ^ 2 / (E2 - 2 * E1 + E0)) ∧
      E2 - (E2 - E1) ^ 2 / (E2 - 2 * E1 + E0) < E2 := by
  refine ⟨⟨(cbsLimit E0 E1 E2, amplitude E0 E1 E2, gapRatio E0 E1 E2),
    formulas_fit h01 h12 hgap, ?_⟩, fun E c r h => (fit_determines h).1, ?_⟩
  · rintro ⟨E, c, r⟩ h
    obtain ⟨hE, hc, hr⟩ := fit_determines h
    exact Prod.ext hE (Prod.ext hc hr)
  · -- the correction is a positive square over a positive second difference
    have hD : 0 < E2 - 2 * E1 + E0 := by linarith
    have hn : 0 < (E2 - E1) ^ 2 := by nlinarith
    exact sub_lt_self _ (div_pos hn hD)

/-- Three energies admit an exponential fit if and only if they decrease and the second gap is
smaller than the first. -/
theorem fit_exists_iff (E0 E1 E2 : ℝ) :
    (∃ E c r : ℝ, IsFit E0 E1 E2 E c r) ↔
      E1 < E0 ∧ E2 < E1 ∧ E1 - E2 < E0 - E1 := by
  constructor
  · rintro ⟨E, c, r, hc, hr, hr1, h0, h1, h2⟩
    simp only [expModel, pow_zero, pow_one, mul_one] at h0 h1 h2
    have hs : 0 < 1 - r := sub_pos.mpr hr1
    have a1 : 0 < c * (1 - r) := mul_pos hc hs
    have a2 : 0 < c * r * (1 - r) := mul_pos (mul_pos hc hr) hs
    have a3 : 0 < c * (1 - r) ^ 2 := mul_pos hc (pow_pos hs 2)
    refine ⟨?_, ?_, ?_⟩ <;> nlinarith
  · rintro ⟨h01, h12, hgap⟩
    exact ⟨_, _, _, formulas_fit h01 h12 hgap⟩

/-- The exponential curve fitted to three energies converges to the three-point extrapolated
energy as the basis-set index grows. -/
theorem fitted_curve_tendsto {E0 E1 E2 E c r : ℝ} (h : IsFit E0 E1 E2 E c r) :
    Tendsto (expModel E c r) atTop (𝓝 (cbsLimit E0 E1 E2)) := by
  rw [← (fit_determines h).1]
  have hp := tendsto_pow_atTop_nhds_zero_of_lt_one h.r_pos.le h.r_lt_one
  have ht := (hp.const_mul c).const_add E
  rw [mul_zero, add_zero] at ht
  exact ht

/-- If the energies never rise, the second gap is smaller than the first, and each gap is at most
the ratio of the second gap to the first times the preceding gap, then the extrapolated energy is a
lower bound to the energy in every basis set. -/
theorem cbsLimit_le_energy (E : ℕ → ℝ) (hdec : ∀ n, E (n + 1) ≤ E n)
    (hgap : E 1 - E 2 < E 0 - E 1)
    (hratio : ∀ n, E (n + 1) - E (n + 2) ≤
      gapRatio (E 0) (E 1) (E 2) * (E n - E (n + 1))) (n : ℕ) :
    cbsLimit (E 0) (E 1) (E 2) ≤ E n := by
  have hg : 0 ≤ E 1 - E 2 := sub_nonneg.mpr (hdec 1)
  have hd : 0 < E 0 - E 1 := lt_of_le_of_lt hg hgap
  have hD : 0 < E 2 - 2 * E 1 + E 0 := by linarith
  have hd0 := hd.ne'
  have hD0 := hD.ne'
  -- k is r + r^2 + ..., the sum of the remaining geometric gaps in units of the latest gap
  obtain ⟨k, hk⟩ : ∃ k, k = (E 1 - E 2) / (E 2 - 2 * E 1 + E 0) := ⟨_, rfl⟩
  have hk0 : 0 ≤ k := by rw [hk]; exact div_nonneg hg hD.le
  have hkr : (1 + k) * gapRatio (E 0) (E 1) (E 2) = k := by
    rw [hk]
    simp only [gapRatio, div_eq_mul_inv]
    linear_combination (E 1 - E 2) * (E 2 - 2 * E 1 + E 0)⁻¹ * mul_inv_cancel₀ hd0 -
      (E 1 - E 2) * (E 0 - E 1)⁻¹ * mul_inv_cancel₀ hD0
  have hbase : cbsLimit (E 0) (E 1) (E 2) = E 1 - k * (E 0 - E 1) := by
    rw [hk]
    simp only [cbsLimit, div_eq_mul_inv]
    linear_combination (E 1 - E 2) * mul_inv_cancel₀ hD0
  -- the estimate from the latest gap never drops below the first estimate
  have key : ∀ m, cbsLimit (E 0) (E 1) (E 2) ≤ E (m + 1) - k * (E m - E (m + 1)) := by
    intro m
    induction m with
    | zero => exact hbase.le
    | succ m ih =>
      show cbsLimit (E 0) (E 1) (E 2) ≤ E (m + 2) - k * (E (m + 1) - E (m + 2))
      have h1 := mul_le_mul_of_nonneg_left (hratio m) (by linarith : 0 ≤ 1 + k)
      rw [← mul_assoc, hkr] at h1
      linarith
  have h2 := mul_nonneg hk0 (sub_nonneg.mpr (hdec n))
  linarith [key n, hdec n]

end

end ExponentialBasisExtrapolation
```

```lean
#print axioms ExponentialBasisExtrapolation.exponential_extrapolation
#print axioms ExponentialBasisExtrapolation.fit_exists_iff
#print axioms ExponentialBasisExtrapolation.fitted_curve_tendsto
#print axioms ExponentialBasisExtrapolation.cbsLimit_le_energy
```

```
'ExponentialBasisExtrapolation.exponential_extrapolation' depends on axioms: [propext, Classical.choice, Quot.sound]
'ExponentialBasisExtrapolation.fit_exists_iff' depends on axioms: [propext, Classical.choice, Quot.sound]
'ExponentialBasisExtrapolation.fitted_curve_tendsto' depends on axioms: [propext, Classical.choice, Quot.sound]
'ExponentialBasisExtrapolation.cbsLimit_le_energy' depends on axioms: [propext, Classical.choice, Quot.sound]
```

## How the proof follows the algebra

`fit_determines` replaces the energies by their model expressions. Its steps `hd` and `hD` are the formulas for $g_0$ and $D$; both are nonzero, so the divisions are legitimate.

`formulas_fit` proves the converse. After the sign conditions, each `linear_combination` checks one of the three energies, using only that $g_0$ and $D$ times their inverses equal one.

`exponential_extrapolation` combines these two lemmas and obtains the strict bound by subtracting a positive quotient. In `fit_exists_iff`, the facts `a1`, `a2` and `a3` are the positivity of $g_0$, $g_1$ and $D$. `fitted_curve_tendsto` uses the limit of $r^n$.

In `cbsLimit_le_energy`, `hkr` is $(1+k)r=k$ and `hbase` is $L_0=E_*$. The induction `key` proves $E_*\le L_m$, multiplying the gap condition by $1+k\ge0$ at each step. The last lines use $k g_n\ge0$ and $E_{n+1}\le E_n$.
